# Zero-temperature golden-rule current between power-law edges: a factorial formula for electron tunnelling

Let two edges have positive integer exponents $m$ and $n$, and let a bias $V>0$, measured as an energy, separate their Fermi levels. If their electron spectra are pure powers of energy, the zero-temperature golden-rule current, in units of the tunnelling prefactor, is

$$
I_{m,n}(V)=\int_0^V E^{m-1}(V-E)^{n-1}\,dE
=\frac{V^{m+n-1}\,(m-1)!\,(n-1)!}{(m+n-1)!}.
$$

A metal has exponent $1$, and in ideal chiral Luttinger-liquid theory a Laughlin edge at filling $1/m$, with $m$ odd, has exponent $m$. Between them the current is $V^m/m$. For fractional quantum Hall edges, the formula links a measured current–voltage power to the edge exponents, within a model of weak tunnelling between pure power-law spectra.

Some of the hypotheses are built into the definitions of the spectra and the current. The others, $V>0$ and $m,n>0$, appear in the theorems.

```lean
import Mathlib

open MeasureTheory
open scoped Nat Topology

namespace FractionalHallEdgeTunnelling

noncomputable section
```

## Power-law spectra with a sharp Fermi level

For an edge of exponent $k$, let $\omega$ be the energy measured from its Fermi level. The weights for adding and removing an electron are

$$
A_k(\omega)=\begin{cases}\omega^{k-1}&\omega>0\\0&\omega\le 0\end{cases}
\qquad
R_k(\omega)=\begin{cases}(-\omega)^{k-1}&\omega<0\\0&\omega\ge 0.\end{cases}
$$

For $k=1$ both are constant on their allowed side, as for a metal with a flat density of states. For $k>1$ they vanish at the Fermi level, which suppresses tunnelling at low energy. The exponent is an input: neither the Laughlin state nor a theory of its edge is constructed here, and the code accepts even exponents as readily as odd ones.

The sharp cutoffs at $\omega=0$ express zero temperature. The derivation uses them to confine the energy integral. At nonzero temperature both spectra extend across the Fermi level, and forward and backward processes coexist. Two metals keep their linear law, but if either exponent exceeds $1$, the pure power of $V$ no longer holds at all biases.

In Lean, `additionSpectrum` and `removalSpectrum` are these two functions, with a natural number for the exponent and a real number for the energy.

```lean
/-- Spectral weight for adding an electron at energy `ω` above the Fermi level
of an edge with exponent `m`, up to a constant prefactor. -/
def additionSpectrum (m : ℕ) (ω : ℝ) : ℝ := if 0 < ω then ω ^ (m - 1) else 0

/-- Spectral weight for removing an electron at energy `ω` below the Fermi level
of an edge with exponent `m`, up to a constant prefactor. -/
def removalSpectrum (m : ℕ) (ω : ℝ) : ℝ := if ω < 0 then (-ω) ^ (m - 1) else 0
```

## Lowest-order tunnelling with a constant matrix element

Measure $E$ from the Fermi level of edge $m$, and raise the Fermi level of edge $n$ by $V$. An electron at energy $E$ then has energy $E-V$ relative to edge $n$. Moving it from edge $n$ to edge $m$ requires a removal there and an addition here; the backward process requires the reverse. The net rate and the current are

$$
r_V(E)=A_m(E)R_n(E-V)-R_m(E)A_n(E-V),
\qquad
I_{m,n}(V)=\int_{-\infty}^{\infty}r_V(E)\,dE.
$$

The product of two spectra is Fermi's golden rule, that is, second order in the tunnelling amplitude. The squared matrix element is taken to be independent of energy and goes into the prefactor, along with the charge and the normalisations of the spectra. With an energy-dependent matrix element the integrand would carry another factor, and with strong tunnelling higher orders would enter; the formula covers neither case.

`netRate` is $r_V(E)$. `tunnelCurrent` integrates it over the whole real line, so the finite energy window has to be derived.

```lean
/-- Net tunnelling rate at energy `E` into edge `m` from edge `n`, whose Fermi level
is raised by the bias `V`: forward minus backward processes. -/
def netRate (m n : ℕ) (V E : ℝ) : ℝ :=
  additionSpectrum m E * removalSpectrum n (E - V)
    - removalSpectrum m E * additionSpectrum n (E - V)

/-- Zero-temperature golden-rule current between edges of exponents `m` and `n` at bias `V`,
in units of the tunnelling prefactor. -/
def tunnelCurrent (m n : ℕ) (V : ℝ) : ℝ := ∫ E, netRate m n V E
```

## Positive bias selects the forward process

Physically, $V>0$ means that edge $n$ has the higher Fermi level and supplies the electrons. The forward term requires $E>0$ and $E-V<0$, hence $0<E<V$. The backward term requires $E<0$ and $E>V$, which is impossible when $V>0$. Inside the window, $R_n(E-V)=(V-E)^{n-1}$, so

$$
I_{m,n}(V)=\int_0^V E^{m-1}(V-E)^{n-1}\,dE.
$$

If $V<0$, the roles are exchanged: the forward process is blocked and the backward one runs for $V<E<0$. At $V=0$ there is no window and no current.

The theorem `tunnelCurrent_eq_window` follows the same case distinction. It first shows that the rate equals the window integrand on the open interval $(0,V)$ and zero elsewhere, expressed by `indicator`. Inside, the signs of $E$ and $E-V$ select the forward term. Outside, `split_ifs` runs through the possible signs, and `linarith` rules out any combination that would permit tunnelling; this is where `hV` excludes the backward process. The last rewriting turns the integral over the line into one from $0$ to $V$, where endpoints carry no weight and `hV.le` puts the limits in the right order.

```lean
/-- At positive bias the current comes only from the energy window between
the two Fermi levels. -/
theorem tunnelCurrent_eq_window (m n : ℕ) {V : ℝ} (hV : 0 < V) :
    tunnelCurrent m n V = ∫ E in (0 : ℝ)..V, E ^ (m - 1) * (V - E) ^ (n - 1) := by
  have h : netRate m n V =
      (Set.Ioo 0 V).indicator (fun E => E ^ (m - 1) * (V - E) ^ (n - 1)) := by
    funext E
    by_cases hE : E ∈ Set.Ioo 0 V
    · -- inside the window only the forward process is allowed
      have h1 : 0 < E := hE.1
      have h2 : E - V < 0 := sub_neg.mpr hE.2
      rw [Set.indicator_of_mem hE]
      simp only [netRate, additionSpectrum, removalSpectrum, if_pos h1, if_pos h2,
        if_neg (not_lt.mpr h1.le), zero_mul, sub_zero, neg_sub]
    · -- outside the window both processes are blocked
      rw [Set.indicator_of_notMem hE]
      unfold netRate additionSpectrum removalSpectrum
      split_ifs <;> first
        | (exfalso; apply hE; constructor <;> linarith)

        | simp
  rw [tunnelCurrent, h, integral_indicator measurableSet_Ioo,
    ← integral_Ioc_eq_integral_Ioo, ← intervalIntegral.integral_of_le hV.le]
```

## The window integral needs no sign condition

The remaining calculus holds for every real $V$ and all natural numbers $a,b\ge 0$. Write

$$
J(a,b)=\int_0^V E^a(V-E)^b\,dE.
$$

By the product rule,

$$
\frac{d}{dE}\Big[E^{a+1}(V-E)^{b+1}\Big]
=(a+1)E^a(V-E)^{b+1}-(b+1)E^{a+1}(V-E)^b .
$$

The bracket vanishes at $E=0$ and at $E=V$, because both powers are at least one. Integrating from $0$ to $V$ therefore gives

$$
(a+1)\,J(a,b+1)=(b+1)\,J(a+1,b).
$$

One power of energy has moved from one edge to the other. In `window_exchange`, `hd` is the derivative above, and `key` is its vanishing integral, obtained from the fundamental theorem of calculus. Splitting that integral into its two terms gives the stated identity.

```lean
/-- Integration by parts over the bias window moves one power of energy
from one edge to the other. -/
theorem window_exchange (a b : ℕ) (V : ℝ) :
    ((a : ℝ) + 1) * (∫ E in (0 : ℝ)..V, E ^ a * (V - E) ^ (b + 1)) =
      ((b : ℝ) + 1) * ∫ E in (0 : ℝ)..V, E ^ (a + 1) * (V - E) ^ b := by
  have hd : ∀ x ∈ Set.uIcc 0 V, HasDerivAt (fun E : ℝ => E ^ (a + 1) * (V - E) ^ (b + 1))
      (((a : ℝ) + 1) * (x ^ a * (V - x) ^ (b + 1))
        - ((b : ℝ) + 1) * (x ^ (a + 1) * (V - x) ^ b)) x := by
    intro x _
    have h1 := hasDerivAt_pow (a + 1) x
    have h2 := ((hasDerivAt_id' x).const_sub V).fun_pow (b + 1)
    refine (h1.fun_mul h2).congr_deriv ?_
    simp only [Nat.add_sub_cancel]
    push_cast
    ring
  -- the boundary terms vanish at both Fermi levels
  have key : (∫ x in (0 : ℝ)..V, (((a : ℝ) + 1) * (x ^ a * (V - x) ^ (b + 1))
        - ((b : ℝ) + 1) * (x ^ (a + 1) * (V - x) ^ b))) = 0 := by
    rw [intervalIntegral.integral_eq_sub_of_hasDerivAt hd
      (Continuous.intervalIntegrable (by fun_prop) _ _)]
    simp
  rw [intervalIntegral.integral_sub
    (Continuous.intervalIntegrable (by fun_prop) _ _)
    (Continuous.intervalIntegrable (by fun_prop) _ _),
    intervalIntegral.integral_const_mul, intervalIntegral.integral_const_mul] at key
  linarith
```

The exchange identity lowers $b$ until only a single power remains. For $b=0$,

$$
J(a,0)=\frac{V^{a+1}}{a+1}=\frac{V^{a+1}\,a!\,0!}{(a+1)!}.
$$

Suppose that the closed form is known for $b$ and every $a$. Then

$$
J(a,b+1)=\frac{b+1}{a+1}\,J(a+1,b)
=\frac{b+1}{a+1}\cdot\frac{V^{a+b+2}(a+1)!\,b!}{(a+b+2)!}
=\frac{V^{a+b+2}\,a!\,(b+1)!}{(a+b+2)!},
$$

which is the closed form for $b+1$. The induction assumption is needed at $a+1$ and not at $a$, and for this reason the proof of `window_integral` uses `induction b generalizing a`. In the successor case, the factor $a+1$ is cancelled by `mul_left_cancel₀`, and the factorials are unfolded by one step.

```lean
/-- Closed form of the window integral for arbitrary natural powers of the two energies. -/
theorem window_integral (a b : ℕ) (V : ℝ) :
    (∫ E in (0 : ℝ)..V, E ^ a * (V - E) ^ b) =
      V ^ (a + b + 1) * (a ! : ℝ) * (b ! : ℝ) / ((a + b + 1)! : ℝ) := by
  induction b generalizing a with
  | zero =>
    have hf : (a ! : ℝ) ≠ 0 := by exact_mod_cast Nat.factorial_ne_zero a
    have ha : (a : ℝ) + 1 ≠ 0 := by positivity
    simp only [pow_zero, mul_one, integral_pow, add_zero, Nat.factorial_succ,
      Nat.factorial_zero, zero_pow (Nat.succ_ne_zero a), sub_zero]
    push_cast
    field_simp
  | succ b ih =>
    have h := window_exchange a b V
    have e : a + 1 + b + 1 = a + (b + 1) + 1 := by omega
    rw [ih (a + 1), e] at h
    have ha : (a : ℝ) + 1 ≠ 0 := by positivity
    apply mul_left_cancel₀ ha
    rw [h, Nat.factorial_succ a, Nat.factorial_succ b]
    push_cast
    ring
```

## Positive exponents give the power law

Put $a=m-1$ and $b=n-1$. Then $a+b+1=m+n-1$, and the window integral becomes the formula stated at the start. This bookkeeping is where $m,n>0$ enters, both by hand and in `tunnelCurrent_power_law`: `omega` uses `hm` and `hn` to prove the identity between the exponents, after which the two preceding theorems finish the proof.

Physically, the condition keeps the spectral weight integrable at the Fermi level, since an exponent of zero would mean a weight $\omega^{-1}$. The Lean definitions do not reproduce that divergence: subtraction of natural numbers stops at zero, so exponent $0$ gets the same flat spectrum as exponent $1$. The formula then fails. For $m=0$ and $n=1$, the defined current is $V$, while the right-hand side would be $1$.

```lean
/-- At positive bias, the zero-temperature current between edges of positive exponents `m` and `n`
is a pure power `V ^ (m + n - 1)` of the bias, with a factorial coefficient. -/
theorem tunnelCurrent_power_law {m n : ℕ} (hm : 0 < m) (hn : 0 < n) {V : ℝ} (hV : 0 < V) :
    tunnelCurrent m n V =
      V ^ (m + n - 1) * ((m - 1)! : ℝ) * ((n - 1)! : ℝ) / ((m + n - 1)! : ℝ) := by
  have e : m + n - 1 = (m - 1) + (n - 1) + 1 := by omega
  rw [tunnelCurrent_eq_window m n hV, e]
  exact window_integral (m - 1) (n - 1) V
```

## Reversed bias, with no hypotheses at all

Reflecting the energy about the Fermi level exchanges adding with removing: $A_k(-\omega)=R_k(\omega)$ and $R_k(-\omega)=A_k(\omega)$. This particle–hole symmetry is a property of the chosen spectra, which have equal prefactors on their two sides. It gives

$$
\begin{aligned}
r_{-V}(-E)&=A_m(-E)R_n(-(E-V))-R_m(-E)A_n(-(E-V))\\
&=R_m(E)A_n(E-V)-A_m(E)R_n(E-V)=-r_V(E).
\end{aligned}
$$

Replacing $E$ by $-E$ leaves an integral over the whole line unchanged, so $I_{m,n}(-V)=-I_{m,n}(V)$.

The theorem `tunnelCurrent_neg` states this for every real bias and all natural exponents. Its auxiliary facts `hA` and `hR` are the two reflections, `hrate` is the displayed identity, and `integral_neg_eq_self` is the change of variable.

Together with the power law, oddness settles negative bias: for $V<0$ and positive exponents the current is $-|V|^{m+n-1}(m-1)!\,(n-1)!/(m+n-1)!$. Inserting a negative $V$ directly into the original formula gives this value when $m+n$ is even, but the wrong sign when $m+n$ is odd. The hypothesis $V>0$ in the power law therefore matters for general exponents, although a metal facing a Laughlin edge, with $n=1$ and $m$ odd, has the same expression for both signs.

```lean
/-- Reversing the bias reverses the current, for any pair of edge exponents. -/
theorem tunnelCurrent_neg (m n : ℕ) (V : ℝ) :
    tunnelCurrent m n (-V) = -tunnelCurrent m n V := by
  have hA : ∀ (k : ℕ) (ω : ℝ), additionSpectrum k (-ω) = removalSpectrum k ω := by
    intro k ω
    simp [additionSpectrum, removalSpectrum]
  have hR : ∀ (k : ℕ) (ω : ℝ), removalSpectrum k (-ω) = additionSpectrum k ω := by
    intro k ω
    simp [additionSpectrum, removalSpectrum]
  -- particle-hole reflection exchanges forward and backward processes
  have hrate : ∀ E, netRate m n (-V) (-E) = -netRate m n V E := by
    intro E
    have e : -E - -V = -(E - V) := by ring
    unfold netRate
    rw [e, hA, hR, hA, hR]
    ring
  have h := integral_neg_eq_self (netRate m n (-V)) volume
  unfold tunnelCurrent
  rw [← h, ← integral_neg]
  exact integral_congr_ae (Filter.Eventually.of_forall hrate)
```

## A metal as the second edge

Setting $n=1$ makes the second spectrum flat, so the current only accumulates the weight of edge $m$:

$$
I_{m,1}(V)=\int_0^V E^{m-1}\,dE=\frac{V^m}{m}.
$$

For $m=1$ this is the linear law $I=V$ between two metals; for $m=3$ it is $V^3/3$. If the second edge has exponent $n$ instead of $1$, the power rises by $n-1$: two edges of exponent $3$ give a current proportional to $V^5$.

The proof of `metal_to_edge_current` specialises the general formula and simplifies $(m-1)!/m!$ to $1/m$. It writes $m=a+1$, which is possible because of `hm`, while `hV` is passed on to the power law.

```lean
/-- Between a metal (exponent one) and an edge of positive exponent `m`, the current at positive
bias is `V ^ m / m`. -/
theorem metal_to_edge_current {m : ℕ} (hm : 0 < m) {V : ℝ} (hV : 0 < V) :
    tunnelCurrent m 1 V = V ^ m / m := by
  obtain ⟨a, rfl⟩ : ∃ a, m = a + 1 := ⟨m - 1, by omega⟩
  have hf : (a ! : ℝ) ≠ 0 := by exact_mod_cast Nat.factorial_ne_zero a
  have ha : (a : ℝ) + 1 ≠ 0 := by positivity
  rw [tunnelCurrent_power_law hm one_pos hV]
  simp only [Nat.add_sub_cancel, Nat.sub_self, Nat.factorial_succ, Nat.factorial_zero]
  push_cast
  field_simp
```

## Positive bias at neighbouring points gives the conductance

Let $p=m+n-1$ and $c=(m-1)!\,(n-1)!/p!$. For $V>0$ the current is $cV^p$, hence

$$
\frac{dI_{m,n}}{dV}=pcV^{p-1}=(m+n-1)\,\frac{I_{m,n}(V)}{V}.
$$

Since the current is positive there, this is equivalent to $d\ln I_{m,n}/d\ln V=m+n-1$. The slope of a logarithmic plot is thus one less than the sum of the exponents, and equals $m$ itself if the other electrode is a metal with $n=1$.

A derivative at $V$ depends on the current at nearby biases as well. The hypothesis $V>0$ supplies them, because every bias close enough to a positive one is positive too. In `differential_conductance`, `lt_mem_nhds hV` provides this neighbourhood, and the power law is applied throughout it. `HasDerivAt` states that the derivative exists and has the given value. The rest of the proof matches the natural-number exponent $m+n-1$ with the real factor in front, using `hm` and `hn`.

At $V=0$ the ratio $I/V$ is undefined, so the relation loses its meaning there, even though two metals still have the finite conductance $1$ in these units.

```lean
/-- For positive exponents `m` and `n`, the differential conductance at positive bias is `m + n - 1`
times the ratio of current to bias. -/
theorem differential_conductance {m n : ℕ} (hm : 0 < m) (hn : 0 < n) {V : ℝ} (hV : 0 < V) :
    HasDerivAt (tunnelCurrent m n) (((m : ℝ) + n - 1) * (tunnelCurrent m n V / V)) V := by
  have h := (hasDerivAt_pow (m + n - 1) V).mul_const
    (((m - 1)! : ℝ) * ((n - 1)! : ℝ) / ((m + n - 1)! : ℝ))
  refine (h.congr_of_eventuallyEq ?_).congr_deriv ?_
  · -- the power law holds at all nearby biases
    filter_upwards [lt_mem_nhds hV] with v hv
    rw [tunnelCurrent_power_law hm hn hv]
    ring
  · obtain ⟨k, hk⟩ : ∃ k, m + n - 1 = k + 1 := ⟨m + n - 2, by omega⟩
    have hc : (m : ℝ) + n - 1 = k + 1 := by
      have h1 : m + n = k + 2 := by omega
      have h2 : (m : ℝ) + n = k + 2 := by exact_mod_cast h1
      linarith
    have hf : ((k + 1)! : ℝ) ≠ 0 := by exact_mod_cast Nat.factorial_ne_zero (k + 1)
    have hV' : V ≠ 0 := hV.ne'
    rw [tunnelCurrent_power_law hm hn hV, hk, hc, Nat.add_sub_cancel]
    push_cast
    field_simp
    ring

end

end FractionalHallEdgeTunnelling
```

```lean
#print axioms FractionalHallEdgeTunnelling.tunnelCurrent_power_law
#print axioms FractionalHallEdgeTunnelling.tunnelCurrent_neg
#print axioms FractionalHallEdgeTunnelling.metal_to_edge_current
#print axioms FractionalHallEdgeTunnelling.differential_conductance
```

```
'FractionalHallEdgeTunnelling.tunnelCurrent_power_law' depends on axioms: [propext, Classical.choice, Quot.sound]
'FractionalHallEdgeTunnelling.tunnelCurrent_neg' depends on axioms: [propext, Classical.choice, Quot.sound]
'FractionalHallEdgeTunnelling.metal_to_edge_current' depends on axioms: [propext, Classical.choice, Quot.sound]
'FractionalHallEdgeTunnelling.differential_conductance' depends on axioms: [propext, Classical.choice, Quot.sound]
```
